# In a fragment-balanced reaction, species remainders of size at most d can add up to an error of d times the sum of the absolute coefficients

In this model there are finitely many species and fragment types, and the error in a species' energy is a sum of fragment errors, one for each fragment it contains, plus a remainder `r s` of its own. The reaction error is the sum of the species errors weighted by the signed, real coefficients `ν s`. `bound_attained` says that if the reaction conserves the number of fragments of each type and `d ≥ 0`, there are remainders with `|r s| ≤ d` for which the reaction error is exactly `d * ∑ s, |ν s|`, whatever the fragment errors. The proof takes `r s` to be `d` where `ν s ≥ 0` and `-d` elsewhere, removes the fragment part by the balance condition, and compares the two remaining sums term by term.

In Lean, a first try:

```lean
import Mathlib

open Finset

namespace IsodesmicCancellation

noncomputable section

variable {S F : Type*} [Fintype S] [Fintype F]

/-- The error of each species: its fragment counts times the errors per fragment,
plus a remainder specific to the species. -/
def speciesError (n : S → F → ℕ) (e : F → ℝ) (r : S → ℝ) (s : S) : ℝ :=
  ∑ f, (n s f : ℝ) * e f + r s

/-- The error of a reaction energy: species errors weighted by the signed
stoichiometric coefficients. -/
def reactionError (ν δ : S → ℝ) : ℝ := ∑ s, ν s * δ s

/-- The net change in the number of fragments of type `f` in the reaction. -/
def fragmentImbalance (n : S → F → ℕ) (ν : S → ℝ) (f : F) : ℝ :=
  ∑ s, ν s * (n s f : ℝ)

/-- A reaction is balanced in fragments when the number of each type is conserved. -/
def IsFragmentBalanced (n : S → F → ℕ) (ν : S → ℝ) : Prop :=
  ∀ f, fragmentImbalance n ν f = 0

/-- The reaction error splits into a part from the fragment imbalances and a part
from the species remainders. -/
theorem reactionError_split (n : S → F → ℕ) (ν r : S → ℝ) (e : F → ℝ) :
    reactionError ν (speciesError n e r) =
      ∑ f, fragmentImbalance n ν f * e f + ∑ s, ν s * r s := by
  simp only [reactionError, speciesError, fragmentImbalance, mul_add,
    Finset.sum_add_distrib, Finset.mul_sum, Finset.sum_mul]
  congr 1
  -- sum over species first, then over fragments
  rw [Finset.sum_comm]
  exact Finset.sum_congr rfl fun f _ => Finset.sum_congr rfl fun s _ => by ring

/-- For a balanced reaction and `d ≥ 0`, some remainders of magnitude at most `d` give a reaction
error equal to `d` times the sum of the absolute coefficients, whatever the fragment errors. -/
theorem bound_attained (n : S → F → ℕ) (ν : S → ℝ) (d : ℝ) (hd : 0 ≤ d)
    (h : IsFragmentBalanced n ν) :
    ∃ r : S → ℝ, (∀ s, |r s| ≤ d) ∧
      ∀ e : F → ℝ, reactionError ν (speciesError n e r) = d * ∑ s, |ν s| := by
  -- each remainder takes the sign of its coefficient
  refine ⟨fun s => if 0 ≤ ν s then d else -d, fun s => ?_, fun e => ?_⟩
  · dsimp only
    split_ifs
    · rw [abs_of_nonneg hd]
    · rw [abs_neg, abs_of_nonneg hd]
  · rw [reactionError_split, Finset.mul_sum]
    have hz : ∑ f, fragmentImbalance n ν f * e f = 0 :=
      Finset.sum_eq_zero fun f _ => by rw [h f, zero_mul]
    rw [hz, zero_add]
    apply Finset.sum_congr rfl
    intro s _
    dsimp only
    split_ifs with hs
    · rw [abs_of_nonneg hs]; ring
    · rw [abs_of_neg (not_le.mp hs)]; ring

end

end IsodesmicCancellation
```

Messages:

```
Main.lean:58:4: error: `dsimp` made no progress
```

The message says that the second `dsimp only` in `bound_attained` found nothing to simplify, which Lean treats as an error. The line was there to apply the chosen function `fun s => if 0 ≤ ν s then d else -d` to `s`, so that the `if` would stand in the goal by itself. But that had already happened. When `rw [reactionError_split]` put this function in place of the lemma's `r`, it also reduced the application `r s` to the `if` expression. After `Finset.sum_congr` and `intro s _` the goal is therefore already `ν s * (if 0 ≤ ν s then d else -d) = d * |ν s|`.

The diff deletes the line, and `split_ifs with hs` works on that goal directly. The earlier `dsimp only`, in the proof that `|r s| ≤ d`, stays: no `rw` comes before it, and there the function is still waiting to be applied.

The change, after which it compiles:

```diff
@@ -56,5 +56,4 @@
     apply Finset.sum_congr rfl
     intro s _
-    dsimp only
     split_ifs with hs
     · rw [abs_of_nonneg hs]; ring
```
